# Truncating a screening product with factors in [0,1]: even orders bound it from above, odd orders from below

Each neighbour j of a screened interaction is represented here by a single real number p_j, the fraction of the interaction that it blocks, and the fractions that get past the neighbours are multiplied together. If every p_j lies in [0,1], expanding this product in clusters of neighbours and stopping after an even order gives an upper bound, and stopping after an odd order gives a lower bound.

```lean
import Mathlib

open Finset

namespace AlternatingScreening

noncomputable section

variable {ι : Type*}

/-- The screening product: the product of `1 - p j` over the neighbours `j` in `s`. -/
def screening (p : ι → ℝ) (s : Finset ι) : ℝ := ∏ j ∈ s, (1 - p j)

/-- The cluster sum of order `m`: the product of the screening factors in a cluster,
summed over all clusters of `m` distinct neighbours. -/
def clusterSum (p : ι → ℝ) (s : Finset ι) (m : ℕ) : ℝ :=
  ∑ t ∈ s.powersetCard m, ∏ j ∈ t, p j

/-- The expansion of the screening product in cluster sums with prefactors `(-1) ^ m`, truncated
after order `k`. -/
def truncated (p : ι → ℝ) (s : Finset ι) (k : ℕ) : ℝ :=
  ∑ m ∈ range (k + 1), (-1) ^ m * clusterSum p s m

/-- When a neighbour `a` is added, the new cluster sum of order `m + 1` is the old one plus `p a`
times the old cluster sum of order `m`. -/
theorem clusterSum_insert [DecidableEq ι] (p : ι → ℝ) {s : Finset ι} {a : ι}
    (ha : a ∉ s) (m : ℕ) :
    clusterSum p (insert a s) (m + 1) = clusterSum p s (m + 1) + p a * clusterSum p s m := by
  have hmem : ∀ t ∈ s.powersetCard m, a ∉ t := fun t ht h =>
    ha ((mem_powersetCard.mp ht).1 h)
  unfold clusterSum
  rw [powersetCard_succ_insert ha, sum_union, sum_image, mul_sum]
  · congr 1
    exact sum_congr rfl fun t ht => prod_insert (hmem t ht)
  · -- joining `a` to a cluster loses no information
    intro t ht u hu h
    have h' : insert a t = insert a u := h
    have h1 := erase_insert (hmem t (mem_coe.mp ht))
    have h2 := erase_insert (hmem u (mem_coe.mp hu))
    exact h1.symm.trans ((congrArg (fun v => v.erase a) h').trans h2)
  · refine disjoint_left.mpr fun t ht ht' => ?_
    obtain ⟨u, _, rfl⟩ := mem_image.mp ht'
    exact ha ((mem_powersetCard.mp ht).1 (mem_insert_self a u))

/-- Raising the truncation order by one adds the next increment, with its sign. -/
theorem truncated_succ (p : ι → ℝ) (s : Finset ι) (k : ℕ) :
    truncated p s (k + 1) = truncated p s k + (-1) ^ (k + 1) * clusterSum p s (k + 1) :=
  sum_range_succ _ _

/-- Adding a neighbour `a` couples the truncation of order `k + 1` to that of order `k`. -/
theorem truncated_insert [DecidableEq ι] (p : ι → ℝ) {s : Finset ι} {a : ι}
    (ha : a ∉ s) (k : ℕ) :
    truncated p (insert a s) (k + 1) = truncated p s (k + 1) - p a * truncated p s k := by
  induction k with
  | zero =>
    have h0 : ∀ u : Finset ι, truncated p u 0 = 1 := fun u => by simp [truncated, clusterSum]
    have hc : clusterSum p s 0 = 1 := by simp [clusterSum]
    rw [truncated_succ p (insert a s) 0, truncated_succ p s 0, h0, h0,
      clusterSum_insert p ha, hc]
    ring
  | succ k ih =>
    rw [truncated_succ p (insert a s) (k + 1), ih, truncated_succ p s (k + 1),
      clusterSum_insert p ha]
    linear_combination p a * truncated_succ p s k

/-- For arbitrary real factors, the expansion equals the screening product once the
truncation order reaches the number of neighbours. -/
theorem truncated_eq_screening (p : ι → ℝ) (s : Finset ι) (k : ℕ) (h : s.card ≤ k) :
    truncated p s k = screening p s := by
  classical
  induction s using Finset.induction_on generalizing k with
  | empty =>
    have hz : ∀ m, powersetCard (m + 1) (∅ : Finset ι) = ∅ := fun m =>
      powersetCard_eq_empty.mpr (by simp)
    simp [truncated, clusterSum, screening, sum_range_succ', hz]
  | insert a s ha ih =>
    rw [card_insert_of_notMem ha] at h
    cases k with
    | zero => omega
    | succ k =>
      rw [truncated_insert p ha, ih (k + 1) (by omega), ih k (by omega)]
      unfold screening
      rw [prod_insert ha]
      ring

/-- Let the signed error of order `k` be `(-1) ^ k` times the truncation minus the product. When a
neighbour `a` is added, the signed error of order `k + 1` changes by `p a` times the old signed
error of order `k`. -/
theorem signedError_insert [DecidableEq ι] (p : ι → ℝ) {s : Finset ι} {a : ι}
    (ha : a ∉ s) (k : ℕ) :
    (-1) ^ (k + 1) * (truncated p (insert a s) (k + 1) - screening p (insert a s)) =
      (-1) ^ (k + 1) * (truncated p s (k + 1) - screening p s) +
        p a * ((-1) ^ k * (truncated p s k - screening p s)) := by
  have hS : screening p (insert a s) = (1 - p a) * screening p s := prod_insert ha
  rw [truncated_insert p ha, hS]
  ring

/-- For screening factors in `[0,1]`, the truncation error of order `k` is zero or has the
sign of `(-1) ^ k`. -/
theorem signedError_nonneg (p : ι → ℝ) (s : Finset ι) (k : ℕ)
    (hp : ∀ j ∈ s, 0 ≤ p j ∧ p j ≤ 1) :
    0 ≤ (-1) ^ k * (truncated p s k - screening p s) := by
  classical
  induction s using Finset.induction_on generalizing k with
  | empty => rw [truncated_eq_screening p ∅ k (by simp)]; simp
  | insert a s ha ih =>
    have hs : ∀ j ∈ s, 0 ≤ p j ∧ p j ≤ 1 := fun j hj => hp j (mem_insert_of_mem hj)
    cases k with
    | zero =>
      -- at order zero the claim is that the product does not exceed one
      have hT : truncated p (insert a s) 0 = 1 := by simp [truncated, clusterSum]
      have hS : screening p (insert a s) ≤ 1 := by
        unfold screening
        exact prod_le_one (fun j hj => by linarith [(hp j hj).2])
          (fun j hj => by linarith [(hp j hj).1])
      rw [hT, pow_zero, one_mul]
      linarith
    | succ k =>
      rw [signedError_insert p ha]
      exact add_nonneg (ih (k + 1) hs)
        (mul_nonneg (hp a (mem_insert_self a s)).1 (ih k hs))

/-- **Alternating truncation bounds.** For screening factors in `[0,1]`, truncation after an
even order never underestimates the screening product, and truncation after an odd order
never overestimates it. -/
theorem alternating_bounds (p : ι → ℝ) (s : Finset ι) (k : ℕ)
    (hp : ∀ j ∈ s, 0 ≤ p j ∧ p j ≤ 1) :
    (Even k → screening p s ≤ truncated p s k) ∧
      (Odd k → truncated p s k ≤ screening p s) := by
  have h := signedError_nonneg p s k hp
  constructor
  · intro hk
    rw [hk.neg_one_pow] at h
    linarith
  · intro hk
    rw [hk.neg_one_pow] at h
    linarith

/-- For screening factors in `[0,1]`, the truncation error is at most the first omitted
cluster sum. -/
theorem error_le_next_clusterSum (p : ι → ℝ) (s : Finset ι) (k : ℕ)
    (hp : ∀ j ∈ s, 0 ≤ p j ∧ p j ≤ 1) :
    |truncated p s k - screening p s| ≤ clusterSum p s (k + 1) := by
  have h0 := signedError_nonneg p s k hp
  have h1 := signedError_nonneg p s (k + 1) hp
  -- two successive truncations enclose the product
  rw [truncated_succ, pow_succ] at h1
  rcases Nat.even_or_odd k with hk | hk <;> rw [hk.neg_one_pow] at h0 h1 <;>
    rw [abs_le] <;> constructor <;> linarith

/-- If every screening factor is positive and at most one, the truncated expansion equals the
screening product exactly when its order is at least the number of neighbours. -/
theorem truncated_eq_iff (p : ι → ℝ) (s : Finset ι) (k : ℕ)
    (hp : ∀ j ∈ s, 0 < p j ∧ p j ≤ 1) :
    truncated p s k = screening p s ↔ s.card ≤ k := by
  classical
  refine ⟨fun heq => ?_, truncated_eq_screening p s k⟩
  by_contra hlt
  -- below full order the signed error is strictly positive
  have strict : 0 < (-1) ^ k * (truncated p s k - screening p s) := by
    clear heq
    induction s using Finset.induction_on generalizing k with
    | empty => simp at hlt
    | insert a s ha ih =>
      have hs : ∀ j ∈ s, 0 < p j ∧ p j ≤ 1 := fun j hj => hp j (mem_insert_of_mem hj)
      have hs' : ∀ j ∈ s, 0 ≤ p j ∧ p j ≤ 1 := fun j hj => ⟨(hs j hj).1.le, (hs j hj).2⟩
      obtain ⟨ha0, ha1⟩ := hp a (mem_insert_self a s)
      rw [card_insert_of_notMem ha] at hlt
      cases k with
      | zero =>
        have hT : truncated p (insert a s) 0 = 1 := by simp [truncated, clusterSum]
        have hS : screening p (insert a s) = (1 - p a) * screening p s := prod_insert ha
        have h1 : screening p s ≤ 1 := by
          unfold screening
          exact prod_le_one (fun j hj => by linarith [(hs j hj).2])
            (fun j hj => by linarith [(hs j hj).1])
        have h2 := mul_le_mul_of_nonneg_left h1 (sub_nonneg.mpr ha1)
        rw [hT, hS, pow_zero, one_mul]
        linarith
      | succ k =>
        rw [signedError_insert p ha]
        exact add_pos_of_nonneg_of_pos (signedError_nonneg p s (k + 1) hs')
          (mul_pos ha0 (ih k hs (by omega)))
  rw [heq, sub_self, mul_zero] at strict
  exact lt_irrefl _ strict

/-- For screening factors in `[0,1]`, the screening product lies between one minus the sum of
the factors and the same quantity plus the pair cluster sum. -/
theorem pair_bounds (p : ι → ℝ) (s : Finset ι) (hp : ∀ j ∈ s, 0 ≤ p j ∧ p j ≤ 1) :
    1 - ∑ j ∈ s, p j ≤ screening p s ∧
      screening p s ≤ 1 - ∑ j ∈ s, p j + clusterSum p s 2 := by
  have h0 : truncated p s 0 = 1 := by simp [truncated, clusterSum]
  have hc : clusterSum p s 1 = ∑ j ∈ s, p j := by simp [clusterSum, powersetCard_one]
  have t1 := truncated_succ p s 0
  simp only [zero_add, pow_one, h0, hc] at t1
  have t2 := truncated_succ p s 1
  norm_num at t2
  have l1 := (alternating_bounds p s 1 hp).2 odd_one
  have l2 := (alternating_bounds p s 2 hp).1 even_two
  constructor <;> linarith

end

end AlternatingScreening
```

```lean
#print axioms AlternatingScreening.alternating_bounds
#print axioms AlternatingScreening.error_le_next_clusterSum
#print axioms AlternatingScreening.truncated_eq_iff
#print axioms AlternatingScreening.pair_bounds
```

```
'AlternatingScreening.alternating_bounds' depends on axioms: [propext, Classical.choice, Quot.sound]
'AlternatingScreening.error_le_next_clusterSum' depends on axioms: [propext, Classical.choice, Quot.sound]
'AlternatingScreening.truncated_eq_iff' depends on axioms: [propext, Classical.choice, Quot.sound]
'AlternatingScreening.pair_bounds' depends on axioms: [propext, Classical.choice, Quot.sound]
```

## The screened interaction and its clusters

Let s be a finite set of neighbours. The fraction of the interaction that survives all of them is

S(s) = ∏_{j∈s} (1 − p_j).

This is `screening p s`. A cluster of order m is a set of m distinct neighbours from s, and its weight is the product of their numbers p_j, which the Lean comments call screening factors. The sum of these weights over all such clusters is e_m(s), written `clusterSum p s m`; the clusters themselves are the elements of `s.powersetCard m`. The empty cluster has weight 1, so e_0 = 1, and e_1 is the sum of the factors. The expansion truncated after order k is

T_k(s) = Σ_{m=0}^{k} (−1)^m e_m(s),

which is `truncated p s k`. The range `range (k + 1)` includes order k itself.

The type `ι` only labels the neighbours. The hypothesis `hp` requires 0 ≤ p_j ≤ 1 for the members of s and says nothing about other labels. Physically, a neighbour may leave the interaction untouched, weaken it or block it completely, but it can neither enhance it nor reverse its sign. This condition is assumed, not derived from a geometry or a potential.

The main theorem, `alternating_bounds`, says that S ≤ T_k for even k and T_k ≤ S for odd k. For three neighbours with factors 0.1, 0.2 and 0.3, the product is S = 0.9 · 0.8 · 0.7 = 0.504, and the truncations are

T_0 = 1, T_1 = 0.4, T_2 = 0.51, T_3 = 0.504.

For interatomic potentials whose screening is a product over finitely many neighbours, with every p_j in [0,1], this fixes the sign of any error in S made by cutting the expansion at a given many-body order. The bounds concern the screening product S alone; they do not bound its derivatives, which enter the forces. If the p_j are read as probabilities, these are the Bonferroni inequalities for independent events; correlated events, whose joint probabilities are not products, are not covered.

## Adding one neighbour

Let a be a neighbour not yet in s. A cluster of order m + 1 in s ∪ {a} either omits a, or consists of a and a cluster of order m from s. Therefore

e_{m+1}(s ∪ {a}) = e_{m+1}(s) + p_a e_m(s).

This is `clusterSum_insert`. Its proof splits the family of clusters into these two parts, and checks that they are disjoint and that joining a to different clusters gives different results.

Separating the term e_0 = 1 from the truncated sum and inserting this relation gives

T_{k+1}(s ∪ {a}) = 1 + Σ_{m=0}^{k} (−1)^{m+1} [e_{m+1}(s) + p_a e_m(s)]

= T_{k+1}(s) − p_a T_k(s).

The lemma `truncated_insert` reaches the same identity by induction on k, adding one increment at a time through `truncated_succ`.

The product itself changes by one factor, S(s ∪ {a}) = (1 − p_a) S(s). Subtracting it from the truncation gives

T_{k+1}(s ∪ {a}) − S(s ∪ {a}) = [T_{k+1}(s) − S(s)] − p_a [T_k(s) − S(s)].

Now define the signed error R_k(s) = (−1)^k [T_k(s) − S(s)]. Multiplying the last equation by (−1)^{k+1} turns the minus sign into a plus:

R_{k+1}(s ∪ {a}) = R_{k+1}(s) + p_a R_k(s).

This is `signedError_insert`, where `ring` does the algebra after the two substitutions.

## Why the signed error is never negative

The claim R_k(s) ≥ 0 follows by induction on the neighbour set, for all orders at once. With no neighbours, T_k = S = 1 and every signed error is zero. When a neighbour is added, order zero is treated separately: T_0 = 1, and S ≤ 1 because each 1 − p_j lies in [0,1]. At order k + 1, the recursion expresses the new error as R_{k+1}(s) + p_a R_k(s), and both terms are nonnegative.

In `signedError_nonneg`, the words `generalizing k` make the induction hypothesis available at both orders k and k + 1, as the recursion requires. The theorem `alternating_bounds` then replaces (−1)^k by 1 or −1 according to parity.

## The size of the error and the order at which it vanishes

Two successive signed errors add up to the first omitted cluster sum:

R_k + R_{k+1} = (−1)^k (T_k − T_{k+1}) = e_{k+1}.

Since both are nonnegative and |T_k − S| = R_k, it follows that

|T_k − S| ≤ e_{k+1}.

This is `error_le_next_clusterSum`. In the example above, the error of T_1 is 0.104, and e_2 = 0.11.

For arbitrary real factors, `truncated_eq_screening` shows that T_k = S as soon as k is at least the number of neighbours. This too is an induction on s: if the truncations of orders k and k + 1 are already exact for s, then

T_{k+1}(s ∪ {a}) = S(s) − p_a S(s) = S(s ∪ {a}).

If all factors satisfy 0 < p_j ≤ 1, `truncated_eq_iff` adds the converse: no lower order is exact. At order zero with at least one neighbour a, the product is at most 1 − p_a, which is less than 1. At order k + 1, still below full order for s ∪ {a}, the term p_a R_k(s) is strictly positive by induction and R_{k+1}(s) is nonnegative, so their sum is positive.

Finally, `pair_bounds` writes out orders one and two:

1 − Σ_j p_j ≤ S ≤ 1 − Σ_j p_j + e_2.

## Factors outside the interval

The bounds can fail if the factors are allowed to be negative or arbitrarily large. A single neighbour with p = −1 enhances the interaction and gives S = 2, which exceeds T_0 = 1. Two neighbours with p = 3 each reverse its sign, and the two reversals combine to S = (−2)(−2) = 4, again above T_0 = 1. The upper limit 1 is the physical one, but it is not sharp for the inequalities: the induction uses only p_j ≥ 0 and S ≤ 1, so it also works for 0 ≤ p_j ≤ 2, where |1 − p_j| ≤ 1. The Lean theorems do not include this extension.

The criterion for exactness also needs strict positivity. A single neighbour with p = 0 gives T_0 = S = 1, although the order is below the number of neighbours.

## Computing the truncations in a neighbour loop

The relation for adding a neighbour translates directly into code. To obtain the cluster sums up to order K, start with e[0] = 1 and all other entries zero. For each neighbour with factor p, let m run downwards from K to 1 and update

e[m] ← e[m] + p · e[m−1].

The downward order ensures that e[m−1] still holds its value from before the neighbour was added. For N neighbours this takes about N · K multiplications, without listing any clusters. The alternating partial sums of e are then the truncations, and computing one order beyond the chosen truncation supplies its error bound.

The full product needs only N factors, so the expansion is of interest when a model is organised by many-body order, not as a faster way to obtain S. The bounds can also be loose when many neighbours screen strongly: ten neighbours with p = 1 give S = 0, but T_1 = −9 and T_2 = 36.
